# At distinct positions, the traces of the squared and cubed Calogero-Moser Lax matrix contain only one-body and two-body terms

Q: Particles of unit mass move on a line and repel each other with an inverse-square potential. With positions $x_i$, momenta $p_i$ and a real coupling $g$ that sets the strength of the repulsion, the energy is
$$H=\tfrac12\sum_i p_i^2+\tfrac{g^2}{2}\sum_{i\neq j}\frac{1}{(x_i-x_j)^2}.$$
The sum runs over ordered pairs, so each pair counts twice. I am told that $H$ is half the trace of a squared matrix $L$, and that the trace of $L^3$ gives another "charge", meaning a conserved quantity and not an electric charge. But a cube multiplies three entries, so three particles should meet in it. Where do the three-body terms go?

A: They cancel. The matrix has $L_{ii}=p_i$ and $L_{ij}=ig/(x_i-x_j)$ for $i\neq j$. The $i$ that multiplies $g$ is the imaginary unit, not a particle label. Write $L=D+A$, with $D$ the diagonal of momenta and $A$ the rest. Exchanging $i$ and $j$ flips the sign of $x_i-x_j$, so $A^T=-A$ and $A_{ii}=0$. Two facts follow:
$$\operatorname{tr}(DA)=\sum_i p_iA_{ii}=0,$$
$$(A^2)_{ii}=\sum_j A_{ij}A_{ji}=-\sum_j A_{ij}^2=g^2\sum_{j\neq i}\frac{1}{(x_i-x_j)^2}.$$
The square is then
$$\operatorname{tr}L^2=\operatorname{tr}D^2+2\operatorname{tr}(DA)+\operatorname{tr}A^2=\sum_i p_i^2+g^2\sum_{i\neq j}\frac{1}{(x_i-x_j)^2},$$
which is $2H$. In the cube there are eight products. The trace of a commutator vanishes, so factors may be moved around cyclically, and
$$\operatorname{tr}L^3=\operatorname{tr}D^3+3\operatorname{tr}(D^2A)+3\operatorname{tr}(DA^2)+\operatorname{tr}A^3.$$
The second term is $3\sum_i p_i^2A_{ii}=0$. The last is your three-body term. A trace is unchanged by transposition, so $\operatorname{tr}A^3=\operatorname{tr}(A^T)^3=-\operatorname{tr}A^3$, and it is zero. The third term is $3\sum_i p_i(A^2)_{ii}$, hence
$$\operatorname{tr}L^3=\sum_i p_i^3+3g^2\sum_{i\neq j}\frac{p_i}{(x_i-x_j)^2}.$$

Q: Show me the case of two particles.

A: With $r=x_1-x_2$,
$$L=\begin{pmatrix}p_1& ig/r\\-ig/r&p_2\end{pmatrix},$$
and the traces are $p_1^2+p_2^2+2g^2/r^2$ and $p_1^3+p_2^3+3g^2(p_1+p_2)/r^2$. As $r\to\infty$ only the free-particle sums remain. For a single particle the pair sums are empty, and the traces are $p_1^2$ and $p_1^3$.

Q: Now the formal version. How does it say what $L$ is?

A: By a property that a complex matrix may or may not have. The letter `n` is the set of particle labels, not their number, and `x` and `p` assign a real number to each label.

```lean
import Mathlib

open Matrix Finset

namespace CalogeroMoserCharges

variable {n : Type*}

/-- `L` is a Calogero-Moser Lax matrix for positions `x`, momenta `p` and coupling `g`:
its diagonal holds the momenta, and `(x i - x j) * L i j = i g` off the diagonal. -/
structure IsLaxMatrix (x p : n → ℝ) (g : ℝ) (L : Matrix n n ℂ) : Prop where
  diag : ∀ i, L i i = (p i : ℂ)
  off : ∀ i j, i ≠ j → ((x i : ℂ) - (x j : ℂ)) * L i j = Complex.I * (g : ℂ)
```

Q: That isn't the matrix you wrote. There is no division.

A: The field `off` states the off-diagonal condition with the denominator cleared. When the positions are distinct, which Lean writes as `Function.Injective x`, one can divide by $x_i-x_j$ and recover the familiar entry:

```lean
/-- For distinct positions the off-diagonal entries of a Lax matrix are
`i g / (x i - x j)`. -/
theorem IsLaxMatrix.entry {x p : n → ℝ} {g : ℝ} {L : Matrix n n ℂ}
    (hL : IsLaxMatrix x p g L) (hx : Function.Injective x) {i j : n} (h : i ≠ j) :
    L i j = Complex.I * (g : ℂ) / ((x i : ℂ) - (x j : ℂ)) := by
  have hne : (x i : ℂ) - (x j : ℂ) ≠ 0 :=
    sub_ne_zero.mpr fun e => h (hx (Complex.ofReal_injective e))
  rw [eq_div_iff hne, mul_comm]
  exact hL.off i j h
```

Conversely, the familiar matrix has the property, so the definition describes exactly that matrix whenever the positions are distinct:

```lean
variable [Fintype n] [DecidableEq n]

omit [Fintype n] in
/-- For distinct positions, the matrix with diagonal `p i` and off-diagonal entries
`i g / (x i - x j)` is a Lax matrix. -/
theorem isLaxMatrix_witness (x p : n → ℝ) (g : ℝ) (hx : Function.Injective x) :
    IsLaxMatrix x p g (Matrix.of fun i j =>
      if i = j then (p i : ℂ) else Complex.I * (g : ℂ) / ((x i : ℂ) - (x j : ℂ))) := by
  refine ⟨fun i => by simp, fun i j h => ?_⟩
  have hne : (x i : ℂ) - (x j : ℂ) ≠ 0 :=
    sub_ne_zero.mpr fun e => h (hx (Complex.ofReal_injective e))
  rw [Matrix.of_apply, if_neg h, mul_div_cancel₀ _ hne]
```

Q: And if two particles coincide?

A: If $g\neq0$, the condition for that pair reads $0=ig$, and no matrix satisfies it. If $g=0$, the condition reads $0=0$, the two entries linking the pair are free, and the trace formulas can fail. So the separate assumption of distinct positions does its work at zero coupling.

Q: Then the cancellation. Does the proof use the particular form $1/(x_i-x_j)$?

A: Not for the cancellation. It is proved for any diagonal matrix plus any antisymmetric one:

```lean
/-- Traces of the square and the cube of a diagonal matrix plus an antisymmetric one: the entries of
the antisymmetric matrix enter only through their squares. -/
theorem trace_diagonal_add_antisymm (d : n → ℂ) (A : Matrix n n ℂ) (hA : Aᵀ = -A) :
    trace ((diagonal d + A) ^ 2) = ∑ i, d i ^ 2 - ∑ i, ∑ j, A i j ^ 2 ∧
    trace ((diagonal d + A) ^ 3) = ∑ i, d i ^ 3 - 3 * ∑ i, d i * ∑ j, A i j ^ 2 := by
  have hij : ∀ i j, A j i = -A i j := fun i j => by
    have h := congrFun (congrFun hA i) j
    simpa only [Matrix.transpose_apply, Matrix.neg_apply] using h
  have hii : ∀ i, A i i = 0 := fun i => by
    have h := hij i i
    linear_combination h / 2
  have hAA : ∀ i, (A * A) i i = -∑ j, A i j ^ 2 := fun i => by
    rw [Matrix.mul_apply, ← Finset.sum_neg_distrib]
    refine Finset.sum_congr rfl fun j _ => ?_
    rw [hij i j]
    ring
  constructor
  · have e : (diagonal d + A) ^ 2 = diagonal d * diagonal d + diagonal d * A
        + A * diagonal d + A * A := by noncomm_ring
    have h1 : trace (diagonal d * diagonal d) = ∑ i, d i ^ 2 := by
      simp [Matrix.trace, sq]
    have h2 : trace (diagonal d * A) = 0 := by
      simp [Matrix.trace, Matrix.diagonal_mul, hii]
    have h3 : trace (A * A) = -∑ i, ∑ j, A i j ^ 2 := by
      simp only [Matrix.trace, Matrix.diag_apply, hAA, Finset.sum_neg_distrib]
    rw [e, trace_add, trace_add, trace_add, trace_mul_comm A (diagonal d), h1, h2, h3]
    ring
  · have e : (diagonal d + A) ^ 3 = diagonal d * diagonal d * diagonal d
        + (diagonal d * diagonal d * A + diagonal d * A * diagonal d
          + A * diagonal d * diagonal d)
        + (diagonal d * A * A + A * diagonal d * A + A * A * diagonal d)
        + A * A * A := by noncomm_ring
    have h1 : trace (diagonal d * diagonal d * diagonal d) = ∑ i, d i ^ 3 := by
      simp [Matrix.trace, pow_succ]
    have h2 : trace (diagonal d * diagonal d * A) = 0 := by
      simp [Matrix.trace, Matrix.diagonal_mul, hii]
    have h3 : trace (diagonal d * A * A) = -∑ i, d i * ∑ j, A i j ^ 2 := by
      rw [mul_assoc]
      simp only [Matrix.trace, Matrix.diag_apply, Matrix.diagonal_mul, hAA, mul_neg,
        Finset.sum_neg_distrib]
    -- transposition changes the sign of `A * A * A` but preserves its trace
    have h4 : trace (A * A * A) = -trace (A * A * A) := by
      conv_lhs => rw [← trace_transpose, transpose_mul, transpose_mul, hA]
      rw [← trace_neg]
      congr 1
      noncomm_ring
    have c1 := trace_mul_cycle (diagonal d) A (diagonal d)
    have c2 := trace_mul_cycle A (diagonal d) (diagonal d)
    have c3 := trace_mul_cycle A (diagonal d) A
    have c4 := trace_mul_cycle A A (diagonal d)
    simp only [e, trace_add]
    linear_combination h1 + 3 * h2 + 3 * h3 + h4 / 2 + 2 * c1 + c2 + c3 + 2 * c4
```

The facts `hii` and `hAA` are $A_{ii}=0$ and the formula for $(A^2)_{ii}$. The tactic `noncomm_ring` expands the powers without exchanging factors, which gives the eight products of the cube. The instances `c1` to `c4` of `trace_mul_cycle` identify products that differ by a cyclic move, and `h4` is the transposition argument for $\operatorname{tr}A^3$. The closing `linear_combination` adds these up with the factors of three from the derivation.

Q: So the interaction enters only through $A$.

A: Yes, in two steps. First, subtracting the momenta from $L$ leaves an antisymmetric matrix. The proof compares entries, on the diagonal and off it:

```lean
omit [Fintype n] in
/-- For distinct positions, the Lax matrix minus its diagonal of momenta is antisymmetric. -/
theorem IsLaxMatrix.antisymm {x p : n → ℝ} {g : ℝ} {L : Matrix n n ℂ}
    (hL : IsLaxMatrix x p g L) (hx : Function.Injective x) :
    (L - diagonal fun i => (p i : ℂ))ᵀ = -(L - diagonal fun i => (p i : ℂ)) := by
  ext i j
  by_cases h : i = j
  · subst h
    simp [hL.diag]
  · rw [Matrix.transpose_apply, Matrix.neg_apply, Matrix.sub_apply, Matrix.sub_apply,
      Matrix.diagonal_apply_ne _ h, Matrix.diagonal_apply_ne _ (Ne.symm h), sub_zero, sub_zero,
      hL.entry hx h, hL.entry hx (Ne.symm h), ← neg_sub (x i : ℂ) (x j : ℂ), div_neg]
```

Second, the squared entries of this antisymmetric matrix in row $i$ are summed. The diagonal entry is zero. Since $i^2=-1$ for the imaginary unit, each of the other squares is $-g^2/(x_i-x_j)^2$:

```lean
/-- For distinct positions, the squared off-diagonal entries in row `i` of the Lax matrix
add up to minus `g ^ 2` times the sum of inverse squared distances from particle `i`. -/
theorem IsLaxMatrix.sum_sq {x p : n → ℝ} {g : ℝ} {L : Matrix n n ℂ}
    (hL : IsLaxMatrix x p g L) (hx : Function.Injective x) (i : n) :
    ∑ j, ((L - diagonal fun i => (p i : ℂ)) i j) ^ 2
      = ((-(g ^ 2 * ∑ j ∈ univ.erase i, 1 / (x i - x j) ^ 2) : ℝ) : ℂ) := by
  have h0 : (L - diagonal fun i => (p i : ℂ)) i i = 0 := by simp [hL.diag]
  have h : ∀ j ∈ univ.erase i, ((L - diagonal fun i => (p i : ℂ)) i j) ^ 2
      = ((-(g ^ 2 * (1 / (x i - x j) ^ 2)) : ℝ) : ℂ) := fun j hj => by
    have hne : i ≠ j := (Finset.ne_of_mem_erase hj).symm
    rw [Matrix.sub_apply, Matrix.diagonal_apply_ne _ hne, sub_zero, hL.entry hx hne,
      div_pow, mul_pow, Complex.I_sq]
    push_cast
    ring
  rw [← Finset.add_sum_erase univ _ (Finset.mem_univ i), h0, Finset.sum_congr rfl h,
    ← Complex.ofReal_sum, Finset.sum_neg_distrib, ← Finset.mul_sum]
  ring
```

Here `univ.erase i` is the set of all labels except $i$, so an outer sum over $i$ gives the ordered pairs.

Q: And the charges themselves?

A: They follow by inserting these two results into the general lemma:

```lean
/-- Quadratic and cubic Calogero-Moser charges: for distinct positions, the traces of `L ^ 2`
and `L ^ 3` are sums of one-body and two-body terms, over ordered pairs of particles. -/
theorem calogeroMoser_charges {x p : n → ℝ} {g : ℝ} {L : Matrix n n ℂ}
    (hL : IsLaxMatrix x p g L) (hx : Function.Injective x) :
    trace (L ^ 2) = ((∑ i, p i ^ 2
      + g ^ 2 * ∑ i, ∑ j ∈ univ.erase i, 1 / (x i - x j) ^ 2 : ℝ) : ℂ) ∧
    trace (L ^ 3) = ((∑ i, p i ^ 3
      + 3 * g ^ 2 * ∑ i, ∑ j ∈ univ.erase i, p i / (x i - x j) ^ 2 : ℝ) : ℂ) := by
  have h := trace_diagonal_add_antisymm (fun i => (p i : ℂ)) _ (hL.antisymm hx)
  rw [add_sub_cancel] at h
  simp only [hL.sum_sq hx] at h
  constructor
  · rw [h.1, ← Complex.ofReal_sum, Finset.sum_neg_distrib, ← Finset.mul_sum]
    push_cast
    ring
  · have hs : ∑ i, p i * -(g ^ 2 * ∑ j ∈ univ.erase i, 1 / (x i - x j) ^ 2)
        = -(g ^ 2 * ∑ i, ∑ j ∈ univ.erase i, p i / (x i - x j) ^ 2) := by
      simp only [Finset.mul_sum, ← Finset.sum_neg_distrib]
      refine Finset.sum_congr rfl fun i _ => Finset.sum_congr rfl fun j _ => ?_
      ring
    rw [h.2]
    simp only [← Complex.ofReal_mul]
    rw [← Complex.ofReal_sum, hs]
    push_cast
    ring
```

In words: for any finite set of particles at distinct positions, with any real momenta and coupling, the two traces equal the sums derived above. Each right-hand side is a real number regarded as a complex one, so the statement also says that the traces are real. The rest of the proof moves the factor $g^2$ and the momenta in and out of the sums.

Q: You call them charges, yet I see no time in any of this.

A: The theorem describes one instant. The step to a moving system is the Lax equation $\dot L=[M,L]$, with a suitable matrix $M$ built from the positions. It comes from Hamilton's equations and makes every $\operatorname{tr}L^k$ constant, again because traces of commutators vanish. That dynamical step is textbook mechanics that I am adding here, not something the Lean code establishes. Granted that step, a simulation of finitely many such classical particles on a line can monitor both quantities for drift by evaluating double sums, without multiplying matrices.

Q: What about the quantum model?

A: The momenta here are real numbers, so the result is classical. In quantum mechanics $p_i$ and $x_i$ do not commute, the entries of $L$ become operators, and the cyclic moves used above are no longer available as they stand.

Q: Does this $L$ at least respect the symmetries I expect? Take time reversal.

A: At fixed positions it reverses all momenta. The new matrix $L'$ has diagonal $-p_i$ and the old off-diagonal entries, and $L_{ij}=-L_{ji}$ there, so $L'=-L^T$. Transposition commutes with powers and preserves the trace, which gives $\operatorname{tr}L'^k=(-1)^k\operatorname{tr}L^k$ for every $k$. The energy is even and the cubic charge is odd.

```lean
/-- Reversing all momenta at fixed distinct positions multiplies the trace of the `k`-th
power of the Lax matrix by `(-1) ^ k`. -/
theorem trace_pow_momentum_reversal {x p : n → ℝ} {g : ℝ} {L L' : Matrix n n ℂ}
    (hL : IsLaxMatrix x p g L) (hL' : IsLaxMatrix x (fun i => -p i) g L')
    (hx : Function.Injective x) (k : ℕ) :
    trace (L' ^ k) = (-1) ^ k * trace (L ^ k) := by
  -- momentum reversal is minus transposition
  have e : L' = (-1 : ℂ) • Lᵀ := by
    ext i j
    by_cases h : i = j
    · subst h
      simp [hL.diag, hL'.diag]
    · rw [Matrix.smul_apply, Matrix.transpose_apply, hL'.entry hx h,
        hL.entry hx (Ne.symm h), ← neg_sub (x i : ℂ) (x j : ℂ), div_neg, smul_eq_mul]
      ring
  rw [e, smul_pow, trace_smul, ← transpose_pow, trace_transpose, smul_eq_mul]
```

The equation `e` is $L'=-L^T$, checked entry by entry, and the last line takes the power and the trace.

Q: And a Galilean boost?

A: Adding a velocity $v$ to every particle at a given instant changes $p_i$ to $p_i+v$, since the masses are one. The positions stay put, so $L'=L+v\,\mathbb 1$. The identity commutes with $L$, and the binomial expansion gives, for $N$ particles,
$$\operatorname{tr}L'^3=\operatorname{tr}L^3+3v\operatorname{tr}L^2+3v^2\sum_i p_i+v^3N.$$
The cubic charge therefore depends on the frame, and its change involves the energy, the total momentum and the particle number.

```lean
/-- Under a Galilean boost by `v` at fixed distinct positions, the cubic charge mixes with the
quadratic charge, the total momentum and the particle number. -/
theorem trace_cube_boost {x p : n → ℝ} {g v : ℝ} {L L' : Matrix n n ℂ}
    (hL : IsLaxMatrix x p g L) (hL' : IsLaxMatrix x (fun i => p i + v) g L')
    (hx : Function.Injective x) :
    trace (L' ^ 3) = trace (L ^ 3) + 3 * v * trace (L ^ 2)
      + 3 * v ^ 2 * ∑ i, (p i : ℂ) + v ^ 3 * (Fintype.card n : ℂ) := by
  -- a boost adds a multiple of the identity
  have e : L' = L + (v : ℂ) • (1 : Matrix n n ℂ) := by
    ext i j
    by_cases h : i = j
    · subst h
      simp [hL.diag, hL'.diag]
    · rw [Matrix.add_apply, Matrix.smul_apply, Matrix.one_apply_ne h, smul_zero, add_zero,
        hL'.entry hx h, hL.entry hx h]
  have e3 : (L + (v : ℂ) • (1 : Matrix n n ℂ)) ^ 3 = L ^ 3 + (3 * (v : ℂ)) • L ^ 2
      + (3 * (v : ℂ) ^ 2) • L + ((v : ℂ) ^ 3) • (1 : Matrix n n ℂ) := by
    simp only [pow_succ, pow_zero, one_mul, add_mul, mul_add, smul_mul_assoc,
      mul_smul_comm, mul_one]
    module
  have ht : trace L = ∑ i, (p i : ℂ) := by
    simp only [Matrix.trace, Matrix.diag_apply, hL.diag]
  rw [e, e3]
  simp only [trace_add, trace_smul, trace_one, smul_eq_mul, ht]

end CalogeroMoserCharges
```

Again `e` is the matrix relation, `e3` is the binomial expansion, and `ht` says that $\operatorname{tr}L$ is the total momentum. The number $N$ appears as `Fintype.card n`, the trace of the identity.

```lean
#print axioms CalogeroMoserCharges.calogeroMoser_charges
-- 'CalogeroMoserCharges.calogeroMoser_charges' depends on axioms: [propext, Classical.choice, Quot.sound]
#print axioms CalogeroMoserCharges.trace_pow_momentum_reversal
-- 'CalogeroMoserCharges.trace_pow_momentum_reversal' depends on axioms: [propext, Classical.choice, Quot.sound]
#print axioms CalogeroMoserCharges.trace_cube_boost
-- 'CalogeroMoserCharges.trace_cube_boost' depends on axioms: [propext, Classical.choice, Quot.sound]
```
